# Sigma and pi overlaps of two p Gaussians with equal exponent

Suppose you assume that two p functions overlap more strongly when displaced along their lobes than when displaced sideways. For Gaussians of equal exponent this puts the larger matrix element in the wrong place at short distance, and for the displacement along the lobes a sign fixed once for all distances will be wrong on part of the range. The parts below compute both overlaps, and find where the one along the lobes changes sign and where it becomes the larger in magnitude.

In electronic structure such numbers are entries of the overlap matrix of a non-orthogonal basis, here for single Gaussians sharing one exponent; contracted functions also need integrals with unequal exponents.

## The orbitals and their overlap

Let \(a>0\) be the exponent, in units of inverse length squared. Points \(\mathbf r\) have coordinates \(r_0,r_1,r_2\) along x, y and z, numbered as in Lean's `Fin 3`.

```lean
import Mathlib

open MeasureTheory Real

namespace PGaussianOverlap

noncomputable section
```

The prefactor \(N\) is the positive root of \(N^2=4a\,(2a/\pi)^{3/2}\). Part (d) tests whether it normalises the functions.

```lean
/-- Normalisation constant of a p Gaussian with exponent `a > 0`. -/
def pNorm (a : ℝ) : ℝ := √(4 * a * √(2 * a / π) ^ 3)
```

The p function along axis \(i\) is \(\phi_i(\mathbf r)=N r_i e^{-a|\mathbf r|^2}\). It is real, so the overlap needs no complex conjugate.

```lean
/-- The p Gaussian along the Cartesian axis `i`, centred at the origin, with exponent `a > 0`. -/
def pOrbital (a : ℝ) (i : Fin 3) (r : Fin 3 → ℝ) : ℝ :=
  pNorm a * r i * Real.exp (-a * ∑ k, r k ^ 2)
```

For a displacement vector \(\mathbf R\) with components \(R_k\), the overlap is the Lebesgue integral over all space
\[
S_{ij}(\mathbf R)=\int \phi_i(\mathbf r)\,\phi_j(\mathbf r-\mathbf R)\,d^3r .
\]
Both functions keep the same orientation: their positive lobes point towards the positive axes. Reversing one of them would reverse the sign of the overlap.

```lean
/-- Overlap integral of the p Gaussian along `i` at the origin with the one along `j` at `R`. -/
def overlap (a : ℝ) (i j : Fin 3) (R : Fin 3 → ℝ) : ℝ :=
  ∫ r : Fin 3 → ℝ, pOrbital a i r * pOrbital a j (r - R)
```

Two geometries get their own names. In both, the two functions point along x, and \(R\) is a real number. For \(S_\sigma(R)\) the displacement is \((R,0,0)\), along the lobes.

```lean
/-- Sigma overlap: two p functions along x, displaced by `R` along x. -/
def sigmaOverlap (a R : ℝ) : ℝ := overlap a 0 0 ![R, 0, 0]
```

For \(S_\pi(R)\) it is \((0,R,0)\), across them.

```lean
/-- Pi overlap: two p functions along x, displaced by `R` along y. -/
def piOverlap (a R : ℝ) : ℝ := overlap a 0 0 ![0, R, 0]
```

## (a) A quadratic polynomial times a Gaussian

For \(b>0\) and real \(c_0,c_1,c_2\), show that
\[
\int_{-\infty}^{\infty}(c_0+c_1x+c_2x^2)e^{-bx^2}dx=\Big(c_0+\frac{c_2}{2b}\Big)\sqrt{\frac{\pi}{b}} .
\]

Put \(p=c_1/(2b)\) and \(q=c_2/(2b)\). Then
\[
\frac{d}{dx}\Big[(-p-qx)e^{-bx^2}\Big]=(-q+c_1x+c_2x^2)e^{-bx^2}.
\]
The bracket vanishes at both ends of the line, so the right-hand side integrates to zero. Subtracting it from the integrand leaves \((c_0+q)e^{-bx^2}\), whose integral is \((c_0+q)\sqrt{\pi/b}\).

In the proof, `hd` is this derivative and `hz` the vanishing integral. Instead of limits at infinity, Lean uses the integrability of the bracket and of its derivative, `hf` and `hf'`.

```lean
/-- The integral over the line of a quadratic polynomial times a Gaussian of exponent `b > 0`. -/
theorem integral_quadratic_gaussian {b : ℝ} (hb : 0 < b) (c₀ c₁ c₂ : ℝ) :
    ∫ x : ℝ, (c₀ + c₁ * x + c₂ * x ^ 2) * Real.exp (-b * x ^ 2)
      = (c₀ + c₂ / (2 * b)) * √(π / b) := by
  obtain ⟨p, hp⟩ : ∃ p, p * (2 * b) = c₁ := ⟨c₁ / (2 * b), by field_simp⟩
  obtain ⟨q, hq⟩ : ∃ q, q * (2 * b) = c₂ := ⟨c₂ / (2 * b), by field_simp⟩
  have hq' : c₂ / (2 * b) = q := by rw [← hq]; field_simp
  have h0 := integrable_exp_neg_mul_sq hb
  have h1 := integrable_mul_exp_neg_mul_sq hb
  have h2 : Integrable (fun x : ℝ => x ^ 2 * Real.exp (-b * x ^ 2)) := by
    have h := integrable_rpow_mul_exp_neg_mul_sq hb (s := 2) (by norm_num)
    simpa only [Real.rpow_two] using h
  have hf : Integrable (fun x : ℝ => (-p + -q * x) * Real.exp (-b * x ^ 2)) := by
    refine ((h0.const_mul (-p)).add (h1.const_mul (-q))).congr
      (Filter.Eventually.of_forall fun x => ?_)
    simp only [Pi.add_apply]
    ring
  have hf' : Integrable
      (fun x : ℝ => (-q + c₁ * x + c₂ * x ^ 2) * Real.exp (-b * x ^ 2)) := by
    refine (((h0.const_mul (-q)).add (h1.const_mul c₁)).add (h2.const_mul c₂)).congr
      (Filter.Eventually.of_forall fun x => ?_)
    simp only [Pi.add_apply]
    ring
  -- this part of the integrand is a total derivative
  have hd : ∀ x : ℝ, HasDerivAt (fun x : ℝ => (-p + -q * x) * Real.exp (-b * x ^ 2))
      ((-q + c₁ * x + c₂ * x ^ 2) * Real.exp (-b * x ^ 2)) x := by
    intro x
    have hg := ((hasDerivAt_pow 2 x).const_mul (-b)).exp
    have hl := ((hasDerivAt_id' x).const_mul (-q)).const_add (-p)
    refine (hl.fun_mul hg).congr_deriv ?_
    rw [← hp, ← hq]
    push_cast
    ring
  have hz := integral_eq_zero_of_hasDerivAt_of_integrable hd hf' hf
  calc ∫ x : ℝ, (c₀ + c₁ * x + c₂ * x ^ 2) * Real.exp (-b * x ^ 2)
      = ∫ x : ℝ, ((-q + c₁ * x + c₂ * x ^ 2) * Real.exp (-b * x ^ 2)
          + (c₀ + q) * Real.exp (-b * x ^ 2)) := by
        congr 1
        ext x
        ring
    _ = _ := by
        rw [integral_add hf' (h0.const_mul _), hz, integral_const_mul, integral_gaussian,
          zero_add, hq']
```

## (b) Two centres on a line

For \(a>0\) and real \(d,\alpha,\beta,\gamma,\delta\), show that
\[
\begin{aligned}
&\int_{-\infty}^{\infty}(\alpha+\beta x)\big(\gamma+\delta(x-d)\big)e^{-ax^2}e^{-a(x-d)^2}dx\\
&\quad=\Big[\Big(\alpha+\frac{\beta d}{2}\Big)\Big(\gamma-\frac{\delta d}{2}\Big)+\frac{\beta\delta}{4a}\Big]\sqrt{\frac{\pi}{2a}}\;e^{-ad^2/2}.
\end{aligned}
\]

Measure from the midpoint, \(y=x-d/2\). Since \(x^2+(x-d)^2=2y^2+d^2/2\), the two Gaussians multiply to \(e^{-ad^2/2}e^{-2ay^2}\). With \(A=\alpha+\beta d/2\) and \(C=\gamma-\delta d/2\), the linear factors become \(A+\beta y\) and \(C+\delta y\), with product
\[
AC+(A\delta+\beta C)y+\beta\delta y^2 .
\]
Part (a) with \(b=2a\) finishes the calculation.

The Gaussian product is `he`. The step `h` shifts the integration variable and applies part (a).

```lean
/-- Two-centre integral on the line: two linear functions times two Gaussians of equal
exponent `a > 0` at distance `d`. -/
theorem integral_two_center {a : ℝ} (ha : 0 < a) (d α β γ δ : ℝ) :
    ∫ x : ℝ, (α + β * x) * (γ + δ * (x - d)) *
        (Real.exp (-a * x ^ 2) * Real.exp (-a * (x - d) ^ 2))
      = ((α + β * d / 2) * (γ - δ * d / 2) + β * δ / (2 * (2 * a))) * √(π / (2 * a))
        * Real.exp (-a * d ^ 2 / 2) := by
  -- the product of the Gaussians is a Gaussian about the midpoint
  have he : ∀ x : ℝ, Real.exp (-a * x ^ 2) * Real.exp (-a * (x - d) ^ 2)
      = Real.exp (-a * d ^ 2 / 2) * Real.exp (-(2 * a) * (x - d / 2) ^ 2) := by
    intro x
    rw [← Real.exp_add, ← Real.exp_add]
    congr 1
    ring
  obtain ⟨A, hA⟩ : ∃ A, A = α + β * d / 2 := ⟨_, rfl⟩
  obtain ⟨C, hC⟩ : ∃ C, C = γ - δ * d / 2 := ⟨_, rfl⟩
  have h : ∫ x : ℝ, (A * C + (A * δ + β * C) * (x - d / 2) + β * δ * (x - d / 2) ^ 2)
        * Real.exp (-(2 * a) * (x - d / 2) ^ 2)
      = (A * C + β * δ / (2 * (2 * a))) * √(π / (2 * a)) :=
    (integral_sub_right_eq_self (fun y : ℝ => (A * C + (A * δ + β * C) * y + β * δ * y ^ 2)
      * Real.exp (-(2 * a) * y ^ 2)) (d / 2)).trans
      (integral_quadratic_gaussian (by positivity) _ _ _)
  rw [← hA, ← hC, ← h, ← integral_mul_const]
  congr 1
  ext x
  rw [he, hA, hC]
  ring
```

## (c) The overlap for any displacement

Let \(\delta_{ij}\) be the Kronecker symbol, unrelated to the coefficient \(\delta\) in (b). For \(a>0\), all axes \(i,j\) and every \(\mathbf R\), show that
\[
S_{ij}(\mathbf R)=(\delta_{ij}-aR_iR_j)\,e^{-a|\mathbf R|^2/2}.
\]

The integrand is a product of functions of one coordinate each, so the integral is a product of three integrals from (b) with \(d=R_k\). Write each as \(m_k\sqrt{\pi/(2a)}\,e^{-aR_k^2/2}\). A coordinate carrying no linear factor has \(m_k=1\).

If \(i=j\), coordinate \(i\) carries both factors, and
\[
m_i=-\frac{R_i^2}{4}+\frac1{4a},\qquad 4a\,m_0m_1m_2=1-aR_i^2 .
\]
If \(i\ne j\), they sit in different coordinates, and
\[
m_i=\frac{R_i}{2},\quad m_j=-\frac{R_j}{2},\qquad 4a\,m_0m_1m_2=-aR_iR_j .
\]
Both cases read \(\delta_{ij}-aR_iR_j\). The remaining factor \((2a/\pi)^{3/2}\) of \(N^2\) cancels the three roots, and the exponentials combine to \(e^{-a|\mathbf R|^2/2}\).

To treat all axes uniformly, Lean writes \(r_i\) as a product over coordinates, using a switch `e i k` that is 1 for \(k=i\) and 0 otherwise (`hlin`). Then `hprod` factorises the integrand, `hI` applies (b), `hM` checks the nine pairs \(i,j\), and `h3` cancels the roots.

```lean
/-- Overlap tensor of normalised p Gaussians of equal exponent `a > 0` for any displacement. -/
theorem overlap_eq {a : ℝ} (ha : 0 < a) (i j : Fin 3) (R : Fin 3 → ℝ) :
    overlap a i j R
      = ((if i = j then 1 else 0) - a * R i * R j) * Real.exp (-a * (∑ k, R k ^ 2) / 2) := by
  obtain ⟨e, he⟩ : ∃ e : Fin 3 → Fin 3 → ℝ, ∀ i k, e i k = if k = i then 1 else 0 :=
    ⟨fun i k => if k = i then 1 else 0, fun _ _ => rfl⟩
  obtain ⟨F, hF⟩ : ∃ F : Fin 3 → ℝ → ℝ, ∀ k x, F k x =
      ((1 - e i k) + e i k * x) * ((1 - e j k) + e j k * (x - R k)) *
        (Real.exp (-a * x ^ 2) * Real.exp (-a * (x - R k) ^ 2)) := ⟨fun _ _ => _, fun _ _ => rfl⟩
  obtain ⟨m, hm⟩ : ∃ m : Fin 3 → ℝ, ∀ k, m k =
      ((1 - e i k) + e i k * R k / 2) * ((1 - e j k) - e j k * R k / 2)
        + e i k * e j k / (2 * (2 * a)) := ⟨fun _ => _, fun _ => rfl⟩
  have hlin : ∀ (i : Fin 3) (v : Fin 3 → ℝ), ((1 - e i 0) + e i 0 * v 0) *
      ((1 - e i 1) + e i 1 * v 1) * ((1 - e i 2) + e i 2 * v 2) = v i := by
    intro i v
    fin_cases i <;> simp [he]
  have hexp : ∀ v : Fin 3 → ℝ, Real.exp (-a * ∑ k, v k ^ 2) = Real.exp (-a * v 0 ^ 2) *
      Real.exp (-a * v 1 ^ 2) * Real.exp (-a * v 2 ^ 2) := by
    intro v
    rw [Fin.sum_univ_three, ← Real.exp_add, ← Real.exp_add]
    congr 1
    ring
  -- the integrand factorises into the three coordinates
  have hprod : ∀ r : Fin 3 → ℝ, pOrbital a i r * pOrbital a j (r - R)
      = pNorm a ^ 2 * ∏ k, F k (r k) := by
    intro r
    unfold pOrbital
    rw [hexp r, hexp (r - R), ← hlin i r, ← hlin j (r - R)]
    simp only [hF, Fin.prod_univ_three, Pi.sub_apply]
    ring
  have hI : ∀ k, ∫ x, F k x = m k * √(π / (2 * a)) * Real.exp (-a * R k ^ 2 / 2) := by
    intro k
    simp only [hF, hm]
    exact integral_two_center ha _ _ _ _ _
  have hM : m 0 * m 1 * m 2 * (4 * a) = (if i = j then 1 else 0) - a * R i * R j := by
    simp only [hm, he]
    fin_cases i <;> fin_cases j <;> simp <;> field_simp <;> ring
  have hN : pNorm a ^ 2 = 4 * a * √(2 * a / π) ^ 3 := by
    rw [pNorm, Real.sq_sqrt (by positivity)]
  have h3 : √(2 * a / π) ^ 3 * √(π / (2 * a)) ^ 3 = 1 := by
    rw [← mul_pow, ← Real.sqrt_mul (by positivity),
      show 2 * a / π * (π / (2 * a)) = 1 by field_simp, Real.sqrt_one, one_pow]
  have hR : Real.exp (-a * (∑ k, R k ^ 2) / 2) = Real.exp (-a * R 0 ^ 2 / 2) *
      Real.exp (-a * R 1 ^ 2 / 2) * Real.exp (-a * R 2 ^ 2 / 2) := by
    rw [Fin.sum_univ_three, ← Real.exp_add, ← Real.exp_add]
    congr 1
    ring
  unfold overlap
  simp only [hprod]
  rw [integral_const_mul, integral_fintype_prod_volume_eq_prod F, Fin.prod_univ_three,
    hI, hI, hI, hN, hR, ← hM]
  linear_combination (m 0 * m 1 * m 2 * (4 * a) * (Real.exp (-a * R 0 ^ 2 / 2) *
    Real.exp (-a * R 1 ^ 2 / 2) * Real.exp (-a * R 2 ^ 2 / 2))) * h3
```

## (d) Orthonormality on one centre

For \(a>0\), show that
\[
\int\phi_i(\mathbf r)\phi_j(\mathbf r)\,d^3r=\delta_{ij}.
\]

Set \(\mathbf R=0\) in (c): the product \(R_iR_j\) vanishes and the exponential is 1. The constant \(N\) therefore does normalise the functions, and Lean makes the same substitution.

```lean
/-- The three p Gaussians of exponent `a > 0` on one centre are orthonormal. -/
theorem pOrbital_orthonormal {a : ℝ} (ha : 0 < a) (i j : Fin 3) :
    ∫ r : Fin 3 → ℝ, pOrbital a i r * pOrbital a j r = if i = j then 1 else 0 := by
  simpa [overlap] using overlap_eq ha i j 0
```

## (e) Along the lobes and across them

For \(a>0\) and real \(R\), show that
\[
S_\sigma(R)=(1-aR^2)e^{-aR^2/2},\qquad S_\pi(R)=e^{-aR^2/2}.
\]

Take \(i=j=0\) in (c). Both displacements have squared length \(R^2\), which `hs` and `hp` record. The component \(R_0\) is \(R\) in the first geometry and 0 in the second.

```lean
/-- The sigma and pi overlaps of p Gaussians with exponent `a > 0` in closed form. -/
theorem sigma_pi_eq {a : ℝ} (ha : 0 < a) (R : ℝ) :
    sigmaOverlap a R = (1 - a * R ^ 2) * Real.exp (-a * R ^ 2 / 2) ∧
      piOverlap a R = Real.exp (-a * R ^ 2 / 2) := by
  have hs : ∑ k, (![R, 0, 0] : Fin 3 → ℝ) k ^ 2 = R ^ 2 := by simp [Fin.sum_univ_three]
  have hp : ∑ k, (![0, R, 0] : Fin 3 → ℝ) k ^ 2 = R ^ 2 := by simp [Fin.sum_univ_three]
  have hs0 : (![R, 0, 0] : Fin 3 → ℝ) 0 = R := rfl
  have hp0 : (![0, R, 0] : Fin 3 → ℝ) 0 = 0 := rfl
  constructor
  · rw [sigmaOverlap, overlap_eq ha, hs, hs0, if_pos rfl]
    ring
  · rw [piOverlap, overlap_eq ha, hp, hp0, if_pos rfl]
    ring
```

## (f) An arbitrary direction

Let \(\mathbf n\) be a unit vector, \(\sum_k n_k^2=1\). For \(a>0\) and real \(R\), show that
\[
S_{ij}(R\mathbf n)=n_in_j\,S_\sigma(R)+(\delta_{ij}-n_in_j)\,S_\pi(R).
\]

By (e), the right-hand side is
\[
\big[n_in_j(1-aR^2)+\delta_{ij}-n_in_j\big]e^{-aR^2/2}=(\delta_{ij}-aR^2n_in_j)e^{-aR^2/2},
\]
which is (c) for \(\mathbf R=R\mathbf n\), because \(|R\mathbf n|^2=R^2\). That last equality is `hs`, where the unit length `hn` enters. Once the direction \(\mathbf n\) is known, the two numbers \(S_\sigma\) and \(S_\pi\) thus fix the whole \(3\times3\) block between the centres.

```lean
/-- For a displacement `R` along any unit vector `n`, the overlap of the p Gaussians along `i` and
`j` with exponent `a > 0` is the sigma overlap times `n i * n j` plus the pi overlap times
`δ_ij - n i * n j`, where `δ_ij` is the Kronecker symbol. -/
theorem overlap_sigma_pi_decomposition {a : ℝ} (ha : 0 < a) (i j : Fin 3) (R : ℝ)
    (n : Fin 3 → ℝ) (hn : ∑ k, n k ^ 2 = 1) :
    overlap a i j (fun k => R * n k) = n i * n j * sigmaOverlap a R
      + ((if i = j then 1 else 0) - n i * n j) * piOverlap a R := by
  have hs : ∑ k, (R * n k) ^ 2 = R ^ 2 := by
    simp only [mul_pow, ← Finset.mul_sum, hn, mul_one]
  rw [overlap_eq ha, (sigma_pi_eq ha R).1, (sigma_pi_eq ha R).2]
  simp only [hs]
  ring
```

## (g) The sign of the sigma overlap

For \(a>0\) and real \(R\), show that
\[
S_\sigma(R)>0\iff aR^2<1,\qquad S_\sigma(R)<0\iff aR^2>1 .
\]

The exponential in (e) is positive, so the sign is that of \(1-aR^2\). Lean cancels the exponential with `mul_pos_iff_of_pos_right`, after negating the expression for the second equivalence. The negative sign at larger distance reflects the common orientation: the lobes that face each other have opposite signs.

```lean
/-- For `a > 0` the sigma overlap is positive exactly when `a R² < 1` and negative exactly
when `a R² > 1`. -/
theorem sigma_sign {a : ℝ} (ha : 0 < a) (R : ℝ) :
    (0 < sigmaOverlap a R ↔ a * R ^ 2 < 1) ∧ (sigmaOverlap a R < 0 ↔ 1 < a * R ^ 2) := by
  have hE := Real.exp_pos (-a * R ^ 2 / 2)
  rw [(sigma_pi_eq ha R).1]
  constructor
  · rw [mul_pos_iff_of_pos_right hE, sub_pos]
  · rw [← neg_pos, ← neg_mul, mul_pos_iff_of_pos_right hE]
    constructor <;> intro h <;> linarith
```

## (h) When sigma exceeds pi in magnitude

For \(a>0\) and real \(R\), show that
\[
|S_\pi(R)|<|S_\sigma(R)|\iff aR^2>2 .
\]

Write \(t=aR^2\ge0\) and divide by the common exponential. The condition becomes \(1<|1-t|\), so either \(1-t>1\), which would need \(t<0\), or \(t-1>1\). Only the second is possible, and it says \(t>2\). In Lean, `lt_abs` makes this split and `ht` excludes the first branch.

```lean
/-- For `a > 0` the sigma overlap exceeds the pi overlap in magnitude exactly when
`a R² > 2`. -/
theorem pi_lt_sigma_iff {a : ℝ} (ha : 0 < a) (R : ℝ) :
    |piOverlap a R| < |sigmaOverlap a R| ↔ 2 < a * R ^ 2 := by
  have hE := Real.exp_pos (-a * R ^ 2 / 2)
  have ht : 0 ≤ a * R ^ 2 := by positivity
  rw [(sigma_pi_eq ha R).1, (sigma_pi_eq ha R).2, abs_mul, abs_of_pos hE,
    lt_mul_iff_one_lt_left hE, lt_abs]
  constructor
  · rintro (h | h) <;> linarith
  · intro h
    right
    linarith
```

## (i) Equal magnitudes

For \(a>0\) and \(R\ne0\), show that
\[
|S_\sigma(R)|=|S_\pi(R)|\iff aR^2=2 .
\]

With \(t=aR^2\) again, the condition is \(|1-t|=1\), so \(t=0\) or \(t=2\). Since \(R\ne0\), we have \(t>0\), and only \(t=2\) remains. At \(R=0\) both overlaps equal 1, so there the magnitudes agree although \(aR^2=0\). The Lean proof splits the absolute value with `abs_eq` and uses `ht` to discard \(t=0\).

```lean
/-- For `a > 0` and a nonzero displacement, the sigma and pi overlaps have equal magnitude
exactly when `a R² = 2`. -/
theorem sigma_eq_pi_iff {a R : ℝ} (ha : 0 < a) (hR : R ≠ 0) :
    |sigmaOverlap a R| = |piOverlap a R| ↔ a * R ^ 2 = 2 := by
  have hE := Real.exp_pos (-a * R ^ 2 / 2)
  have ht : 0 < a * R ^ 2 := by positivity
  rw [(sigma_pi_eq ha R).1, (sigma_pi_eq ha R).2, abs_mul, abs_of_pos hE,
    mul_eq_right₀ hE.ne', abs_eq zero_le_one]
  constructor
  · rintro (h | h) <;> linarith
  · intro h
    right
    linarith

end

end PGaussianOverlap
```

```lean
#print axioms PGaussianOverlap.overlap_sigma_pi_decomposition
-- 'PGaussianOverlap.overlap_sigma_pi_decomposition' depends on axioms: [propext, Classical.choice, Quot.sound]
#print axioms PGaussianOverlap.sigma_sign
-- 'PGaussianOverlap.sigma_sign' depends on axioms: [propext, Classical.choice, Quot.sound]
#print axioms PGaussianOverlap.pi_lt_sigma_iff
-- 'PGaussianOverlap.pi_lt_sigma_iff' depends on axioms: [propext, Classical.choice, Quot.sound]
#print axioms PGaussianOverlap.sigma_eq_pi_iff
-- 'PGaussianOverlap.sigma_eq_pi_iff' depends on axioms: [propext, Classical.choice, Quot.sound]
```

## An s function against a p function

The midpoint argument of (b) and (c) also handles a normalised s Gaussian \(\chi(\mathbf r)=(2a/\pi)^{3/4}e^{-a|\mathbf r|^2}\) at the origin. The one linear factor, \(r_j-R_j\), averages to \(-R_j/2\) about the midpoint, and the prefactors leave \(2\sqrt a\). By hand, with no theorem above to back it, this gives
\[
\int\chi(\mathbf r)\,\phi_j(\mathbf r-\mathbf R)\,d^3r=-\sqrt a\,R_j\,e^{-a|\mathbf R|^2/2}.
\]
